# End-site Green's function of a finite uniform chain as a sum over standing waves

## Why N + 1, and is the sum exact?

To get the surface Green's function of a tight-binding lead, I cut the lead off after \(N\) sites, with nothing beyond either end. The lead is a single row of sites with a real hopping \(h\) between nearest neighbours only, the on-site energy is zero, and \(H\) is the resulting \(N\times N\) matrix. My notes then give, at complex energy \(z\) with \(\operatorname{Im} z>0\),

\[
\big[(z-H)^{-1}\big]_{11}=\frac{2}{N+1}\sum_{j=1}^{N}\frac{\sin^2 q_j}{z-2h\cos q_j},\qquad q_j=\frac{j\pi}{N+1}.
\]

Why \(N+1\), when there are only \(N\) sites? And is this exact for a short chain, or only a good approximation for a long one?

## The waves vanish one site beyond each end

For the cut-off chain it is exact at every \(N\ge 1\); only replacing a longer lead by that chain is an approximation. The \(N+1\) is the distance between the fictitious sites \(0\) and \(N+1\), where the amplitude must vanish.

**Levels.** With \(\psi_0=\psi_{N+1}=0\), the chain acts as \((H\psi)_n=h(\psi_{n-1}+\psi_{n+1})\), even at the ends. The wave \(\sin(nq_j)\) satisfies both conditions, and

\[
\sin((n-1)q_j)+\sin((n+1)q_j)=2\cos q_j\,\sin(nq_j).
\]

So with \(S_{nj}=\sin(nq_j)\) and \(\varepsilon_j=2h\cos q_j\), we have \((z-H)S=SD\), where \(D=\operatorname{diag}(z-\varepsilon_j)\).

**Completeness.** The product formula for sines gives, since the \(j=0\) term is zero,

\[
(SS^T)_{nm}=\frac12\sum_{j=0}^{N}\Big[\cos\frac{j(n-m)\pi}{N+1}-\cos\frac{j(n+m)\pi}{N+1}\Big].
\]

For an integer \(r\ne0\) with \(|r|<2(N+1)\), put \(\theta=r\pi/(N+1)\). Multiplying by \(2\sin(\theta/2)\) makes the cosine sum telescope:

\[
2\sin\tfrac{\theta}{2}\sum_{j=0}^{N}\cos j\theta=\sin\!\big(r\pi-\tfrac{\theta}{2}\big)+\sin\tfrac{\theta}{2}=(1-\cos r\pi)\sin\tfrac{\theta}{2}.
\]

Since \(0<|\theta/2|<\pi\), we may divide by \(\sin(\theta/2)\), and the sum is \((1-\cos r\pi)/2\). For \(n\neq m\) the two sums cancel, because \(n-m\) and \(n+m\) have equal parity. For \(n=m\) the first is \(N+1\) and the second is zero. Hence \(SS^T=\frac{N+1}{2}\,1\).

**Inverse.** The levels are real, so \(\operatorname{Im}z>0\) makes \(D\) invertible, and

\[
(z-H)\,\frac{2}{N+1}SD^{-1}S^T=\frac{2}{N+1}SS^T=1.
\]

A right inverse of a square matrix is its inverse. Its \((1,1)\) entry is your formula.

**Short chains.** For \(N=1\), \(q_1=\pi/2\) and the sum is \(1/z\). For \(N=2\) the levels are \(\pm h\) and it gives \(z/(z^2-h^2)\), as direct inversion does.

Here is the Lean version.

```lean
import Mathlib

open Matrix
open scoped Real

namespace FiniteLeadStandingWaves

noncomputable section

/-- Hamiltonian of the open chain of `N` sites with nearest-neighbour hopping `h` and zero
on-site energy. -/
def chain (N : ℕ) (h : ℝ) : Matrix (Fin N) (Fin N) ℂ :=
  Matrix.of fun a b => if (a : ℕ) + 1 = b ∨ (b : ℕ) + 1 = a then (h : ℂ) else 0

/-- Wave numbers `π/(N+1), 2π/(N+1), ..., Nπ/(N+1)`; the label `j` starts at zero. -/
def waveNumber (N : ℕ) (j : Fin N) : ℝ := ((j : ℕ) + 1) * π / (N + 1)

/-- The energy `2h cos q` at the `j`-th wave number `q`. -/
def level (N : ℕ) (h : ℝ) (j : Fin N) : ℝ := 2 * h * Real.cos (waveNumber N j)

/-- Matrix of standing waves: column `j` holds the amplitudes `sin (n q)` on the sites
`n = 1, ..., N`, with `q` the `j`-th wave number. -/
def modes (N : ℕ) : Matrix (Fin N) (Fin N) ℂ :=
  Matrix.of fun a j => ((Real.sin (((a : ℕ) + 1 : ℕ) * waveNumber N j) : ℝ) : ℂ)

/-- On an amplitude that vanishes at the fictitious sites `0` and `N+1`, the chain Hamiltonian
gives `h` times the sum of the two neighbouring amplitudes. -/
theorem chain_sum {N : ℕ} (h : ℝ) (a : Fin N) (f : ℕ → ℂ) (h0 : f 0 = 0)
    (hN : f (N + 1) = 0) :
    ∑ b : Fin N, chain N h a b * f ((b : ℕ) + 1) = h * (f a + f ((a : ℕ) + 2)) := by
  have split : ∀ b : Fin N, chain N h a b * f ((b : ℕ) + 1) =
      (if (a : ℕ) + 1 = b then h * f ((a : ℕ) + 2) else 0) +
      (if (b : ℕ) + 1 = a then h * f a else 0) := by
    intro b
    simp only [chain, Matrix.of_apply]
    by_cases h1 : (a : ℕ) + 1 = b
    · have h2 : ¬ (b : ℕ) + 1 = a := by omega
      have h3 : (b : ℕ) + 1 = a + 2 := by omega
      rw [if_pos (Or.inl h1), if_pos h1, if_neg h2, h3, add_zero]
    · by_cases h2 : (b : ℕ) + 1 = a
      · rw [if_pos (Or.inr h2), if_neg h1, if_pos h2, h2, zero_add]
      · rw [if_neg (not_or.2 ⟨h1, h2⟩), if_neg h1, if_neg h2, zero_mul, add_zero]
  -- the right neighbour, absent at the last site
  have hr : ∑ b : Fin N, (if (a : ℕ) + 1 = b then h * f ((a : ℕ) + 2) else 0) =
      h * f ((a : ℕ) + 2) := by
    by_cases hlt : (a : ℕ) + 1 < N
    · rw [Finset.sum_eq_single (⟨(a : ℕ) + 1, hlt⟩ : Fin N)]
      · exact if_pos rfl
      · intro b _ hb
        exact if_neg fun e => hb (Fin.ext e.symm)
      · intro hh
        exact absurd (Finset.mem_univ _) hh
    · have e : (a : ℕ) + 2 = N + 1 := by omega
      rw [e, hN]
      simp
  -- the left neighbour, absent at the first site
  have hl : ∑ b : Fin N, (if (b : ℕ) + 1 = a then h * f a else 0) = h * f a := by
    by_cases hp : 1 ≤ (a : ℕ)
    · rw [Finset.sum_eq_single (⟨(a : ℕ) - 1, by omega⟩ : Fin N)]
      · exact if_pos (Nat.sub_add_cancel hp)
      · intro b _ hb
        refine if_neg fun e => hb (Fin.ext ?_)
        change (b : ℕ) = (a : ℕ) - 1
        omega
      · intro hh
        exact absurd (Finset.mem_univ _) hh
    · have e : (a : ℕ) = 0 := by omega
      rw [e, h0]
      simp
  rw [Finset.sum_congr rfl fun b _ => split b, Finset.sum_add_distrib, hr, hl]
  ring

/-- Each standing wave is reproduced by the chain Hamiltonian, multiplied by its energy
`2h cos q`. -/
theorem chain_mul_modes (N : ℕ) (h : ℝ) :
    chain N h * modes N = modes N * diagonal fun j => (level N h j : ℂ) := by
  ext a j
  have hend : ((N + 1 : ℕ) : ℝ) * waveNumber N j = (((j : ℕ) + 1 : ℕ) : ℝ) * π := by
    unfold waveNumber
    push_cast
    field_simp
  have key := chain_sum h a (fun n : ℕ => ((Real.sin (n * waveNumber N j) : ℝ) : ℂ))
    (by simp) (by simp only [hend, Real.sin_nat_mul_pi, Complex.ofReal_zero])
  have trig : Real.sin (((a : ℕ) : ℝ) * waveNumber N j)
      + Real.sin ((((a : ℕ) + 2 : ℕ) : ℝ) * waveNumber N j)
      = 2 * Real.sin ((((a : ℕ) + 1 : ℕ) : ℝ) * waveNumber N j)
        * Real.cos (waveNumber N j) := by
    have e1 : ((a : ℕ) : ℝ) * waveNumber N j
        = (((a : ℕ) + 1 : ℕ) : ℝ) * waveNumber N j - waveNumber N j := by
      push_cast
      ring
    have e2 : (((a : ℕ) + 2 : ℕ) : ℝ) * waveNumber N j
        = (((a : ℕ) + 1 : ℕ) : ℝ) * waveNumber N j + waveNumber N j := by
      push_cast
      ring
    rw [e1, e2, Real.sin_sub, Real.sin_add]
    ring
  rw [Matrix.mul_diagonal, Matrix.mul_apply]
  refine Eq.trans key ?_
  change (h : ℂ) * (((Real.sin (((a : ℕ) : ℝ) * waveNumber N j) : ℝ) : ℂ)
      + ((Real.sin ((((a : ℕ) + 2 : ℕ) : ℝ) * waveNumber N j) : ℝ) : ℂ))
    = ((Real.sin ((((a : ℕ) + 1 : ℕ) : ℝ) * waveNumber N j) : ℝ) : ℂ)
      * ((2 * h * Real.cos (waveNumber N j) : ℝ) : ℂ)
  rw [← Complex.ofReal_add, ← Complex.ofReal_mul, ← Complex.ofReal_mul]
  congr 1
  linear_combination h * trig

/-- Cosine sum over the grid of the chain, for a non-zero integer `m` with
`|m| < 2(N+1)`. -/
theorem sum_cos (N : ℕ) (m : ℤ) (hm : m ≠ 0) (h1 : -(2 * ((N : ℤ) + 1)) < m)
    (h2 : m < 2 * ((N : ℤ) + 1)) :
    ∑ j ∈ Finset.range (N + 1), Real.cos (j * (m * π / (N + 1)))
      = (1 - Real.cos (m * π)) / 2 := by
  have hm' : (m : ℝ) ≠ 0 := by exact_mod_cast hm
  have h1' : -(2 * ((N : ℝ) + 1)) < m := by exact_mod_cast h1
  have h2' : (m : ℝ) < 2 * ((N : ℝ) + 1) := by exact_mod_cast h2
  obtain ⟨θ, hθ⟩ : ∃ θ : ℝ, θ = m * π / (N + 1) := ⟨_, rfl⟩
  rw [← hθ]
  -- multiplying by 2 sin(θ/2) makes the sum telescope
  have tele : ∀ n : ℕ, 2 * Real.sin (θ / 2) * ∑ j ∈ Finset.range n, Real.cos (j * θ)
      = Real.sin (n * θ - θ / 2) + Real.sin (θ / 2) := by
    intro n
    induction n with
    | zero => simp
    | succ n ih =>
      have e : ((n + 1 : ℕ) : ℝ) * θ - θ / 2 = n * θ + θ / 2 := by
        push_cast
        ring
      rw [Finset.sum_range_succ, mul_add, ih, e, Real.sin_add, Real.sin_sub]
      ring
  have hs : Real.sin (θ / 2) ≠ 0 := by
    have lo : -π < θ / 2 := by
      rw [hθ, div_div, lt_div_iff₀ (by positivity)]
      nlinarith [mul_lt_mul_of_pos_right h1' Real.pi_pos]
    have hi : θ / 2 < π := by
      rw [hθ, div_div, div_lt_iff₀ (by positivity)]
      nlinarith [mul_lt_mul_of_pos_right h2' Real.pi_pos]
    rw [Ne, Real.sin_eq_zero_iff_of_lt_of_lt lo hi, hθ]
    positivity
  have e : ((N + 1 : ℕ) : ℝ) * θ = m * π := by
    rw [hθ]
    push_cast
    field_simp
  have t := tele (N + 1)
  rw [e, Real.sin_sub, Real.sin_int_mul_pi] at t
  apply mul_left_cancel₀ (mul_ne_zero two_ne_zero hs)
  linear_combination t

/-- The matrix `z - H` multiplies each standing wave by `z - 2h cos q`. -/
theorem shifted_mul_modes (N : ℕ) (h : ℝ) (z : ℂ) :
    (z • 1 - chain N h) * modes N = modes N * diagonal fun j => z - (level N h j : ℂ) := by
  rw [Matrix.sub_mul, Matrix.smul_mul, Matrix.one_mul, chain_mul_modes]
  ext a j
  simp only [Matrix.sub_apply, Matrix.smul_apply, Matrix.mul_diagonal, smul_eq_mul]
  ring

/-- If `z` differs from every level `2h cos q`, the standing-wave expansion is a right inverse
of `z - H`. -/
theorem shifted_mul_expansion (N : ℕ) (h : ℝ) (z : ℂ) (hz : ∀ j, z ≠ level N h j) :
    (z • 1 - chain N h) * ((2 / ((N : ℂ) + 1)) •
      (modes N * (diagonal fun j => (z - (level N h j : ℂ))⁻¹) * (modes N)ᵀ)) = 1 := by
  -- completeness of the standing waves, from two cosine sums
  have hc : modes N * (modes N)ᵀ = (((N : ℂ) + 1) / 2) • 1 := by
    ext a b
    obtain ⟨d, hd⟩ : ∃ d : ℤ, d = ((a : ℕ) : ℤ) - ((b : ℕ) : ℤ) := ⟨_, rfl⟩
    obtain ⟨s, hs⟩ : ∃ s : ℤ, s = ((a : ℕ) : ℤ) + ((b : ℕ) : ℤ) + 2 := ⟨_, rfl⟩
    have hd' : (d : ℝ) = ((a : ℕ) : ℝ) - ((b : ℕ) : ℝ) := by simp [hd]
    have hs' : (s : ℝ) = ((a : ℕ) : ℝ) + ((b : ℕ) : ℝ) + 2 := by simp [hs]
    have ha := a.isLt
    have hb := b.isLt
    have hcos : Real.cos (d * π) = Real.cos (s * π) := by
      have e1 : (d : ℝ) * π = (((a : ℕ) + 1 : ℕ) : ℝ) * π - (((b : ℕ) + 1 : ℕ) : ℝ) * π := by
        rw [hd']
        push_cast
        ring
      have e2 : (s : ℝ) * π = (((a : ℕ) + 1 : ℕ) : ℝ) * π + (((b : ℕ) + 1 : ℕ) : ℝ) * π := by
        rw [hs']
        push_cast
        ring
      rw [e1, e2, Real.cos_sub, Real.cos_add, Real.sin_nat_mul_pi]
      ring
    have hsum : ∑ j : Fin N, Real.sin ((((a : ℕ) + 1 : ℕ) : ℝ) * waveNumber N j)
          * Real.sin ((((b : ℕ) + 1 : ℕ) : ℝ) * waveNumber N j)
        = ∑ j ∈ Finset.range (N + 1), (Real.cos (j * (d * π / (N + 1)))
          - Real.cos (j * (s * π / (N + 1)))) / 2 := by
      rw [Finset.sum_range_succ', Finset.sum_range]
      simp only [Nat.cast_zero, zero_mul, sub_self, zero_div, add_zero]
      refine Finset.sum_congr rfl fun j _ => ?_
      have e1 : (((j : ℕ) + 1 : ℕ) : ℝ) * (d * π / (N + 1))
          = (((a : ℕ) + 1 : ℕ) : ℝ) * waveNumber N j
            - (((b : ℕ) + 1 : ℕ) : ℝ) * waveNumber N j := by
        rw [hd', waveNumber]
        push_cast
        ring
      have e2 : (((j : ℕ) + 1 : ℕ) : ℝ) * (s * π / (N + 1))
          = (((a : ℕ) + 1 : ℕ) : ℝ) * waveNumber N j
            + (((b : ℕ) + 1 : ℕ) : ℝ) * waveNumber N j := by
        rw [hs', waveNumber]
        push_cast
        ring
      rw [e1, e2, Real.cos_sub, Real.cos_add]
      ring
    rw [← Finset.sum_div, Finset.sum_sub_distrib,
      sum_cos N s (by omega) (by omega) (by omega), ← hcos] at hsum
    have entry : (modes N * (modes N)ᵀ) a b
        = ((∑ j : Fin N, Real.sin ((((a : ℕ) + 1 : ℕ) : ℝ) * waveNumber N j)
          * Real.sin ((((b : ℕ) + 1 : ℕ) : ℝ) * waveNumber N j) : ℝ) : ℂ) := by
      rw [Matrix.mul_apply, Complex.ofReal_sum]
      refine Finset.sum_congr rfl fun j _ => ?_
      rw [Complex.ofReal_mul]
      rfl
    rw [entry, hsum, Matrix.smul_apply, smul_eq_mul]
    by_cases hab : a = b
    · have d0 : d = 0 := by
        rw [hd, hab, sub_self]
      rw [d0, hab, Matrix.one_apply_eq]
      simp
    · have d0 : d ≠ 0 := fun e => hab (Fin.ext (by omega))
      rw [sum_cos N d d0 (by omega) (by omega), Matrix.one_apply_ne hab]
      simp
  have hdiag : (diagonal fun j => z - (level N h j : ℂ)) *
      (diagonal fun j => (z - (level N h j : ℂ))⁻¹) = 1 := by
    rw [Matrix.diagonal_mul_diagonal, ← Matrix.diagonal_one]
    congr 1
    funext j
    exact mul_inv_cancel₀ (sub_ne_zero.2 (hz j))
  have hn : (N : ℂ) + 1 ≠ 0 := Nat.cast_add_one_ne_zero N
  have hscal : 2 / ((N : ℂ) + 1) * (((N : ℂ) + 1) / 2) = 1 := by
    field_simp
  rw [Matrix.mul_smul, ← Matrix.mul_assoc, ← Matrix.mul_assoc, shifted_mul_modes,
    Matrix.mul_assoc (modes N), hdiag, Matrix.mul_one, hc, smul_smul, hscal, one_smul]

/-- The matrix `z - H` is invertible exactly when `z` differs from every level `2h cos q`. -/
theorem isUnit_shifted_iff (N : ℕ) (h : ℝ) (z : ℂ) :
    IsUnit (z • 1 - chain N h) ↔ ∀ j, z ≠ level N h j := by
  constructor
  · rintro ⟨u, hu⟩ j hj
    have h1 := shifted_mul_modes N h z
    rw [← hu] at h1
    have h2 : (↑u⁻¹ : Matrix (Fin N) (Fin N) ℂ) *
        (modes N * diagonal fun j => z - (level N h j : ℂ)) = modes N := by
      rw [← h1, ← Matrix.mul_assoc, Units.inv_mul, Matrix.one_mul]
    -- at a level, the end-site amplitude of the standing wave would have to vanish
    have hN : 0 < N := by have := j.isLt; omega
    have h3 := congrFun (congrFun h2 ⟨0, hN⟩) j
    rw [← Matrix.mul_assoc, Matrix.mul_diagonal, sub_eq_zero.2 hj, mul_zero] at h3
    have hq : 0 < Real.sin (waveNumber N j) := by
      have hj' : ((j : ℕ) : ℝ) < N := by exact_mod_cast j.isLt
      apply Real.sin_pos_of_pos_of_lt_pi
      · unfold waveNumber
        positivity
      · rw [waveNumber, div_lt_iff₀ (by positivity)]
        nlinarith [mul_lt_mul_of_pos_right hj' Real.pi_pos]
    have h4 : modes N ⟨0, hN⟩ j = ((Real.sin (waveNumber N j) : ℝ) : ℂ) := by
      simp [modes]
    rw [h4] at h3
    exact hq.ne (Complex.ofReal_injective (by rw [Complex.ofReal_zero]; exact h3))
  · intro hz
    have hi := shifted_mul_expansion N h z hz
    exact ⟨⟨_, _, hi, mul_eq_one_comm.1 hi⟩, rfl⟩

/-- Green's function between any two sites as a sum over standing waves, for `z` different from
every level `2h cos q`. -/
theorem green_entry (N : ℕ) (h : ℝ) (z : ℂ) (hz : ∀ j, z ≠ level N h j) (a b : Fin N) :
    (z • 1 - chain N h)⁻¹ a b
      = 2 / ((N : ℂ) + 1) * ∑ j, modes N a j * modes N b j / (z - level N h j) := by
  rw [Matrix.inv_eq_right_inv (shifted_mul_expansion N h z hz), Matrix.smul_apply,
    Matrix.mul_apply, smul_eq_mul]
  congr 1
  refine Finset.sum_congr rfl fun j _ => ?_
  rw [Matrix.mul_diagonal, Matrix.transpose_apply]
  ring

/-- Surface Green's function of a finite lead: for `N ≥ 1` and `Im z > 0` the matrix `z - H` is
invertible, and the end-site entry of its inverse is
`(2/(N+1)) ∑ sin² q / (z - 2h cos q)` over the `N` wave numbers. -/
theorem surface_green (N : ℕ) (hN : 0 < N) (h : ℝ) (z : ℂ) (hz : 0 < z.im) :
    IsUnit (z • 1 - chain N h) ∧
    (z • 1 - chain N h)⁻¹ ⟨0, hN⟩ ⟨0, hN⟩
      = 2 / ((N : ℂ) + 1) * ∑ j : Fin N, ((Real.sin (waveNumber N j) : ℝ) : ℂ) ^ 2
          / (z - ((2 * h * Real.cos (waveNumber N j) : ℝ) : ℂ)) := by
  -- the levels are real, so z avoids them
  have hne : ∀ j, z ≠ level N h j := by
    intro j e
    exact absurd hz (by simp [e])
  refine ⟨(isUnit_shifted_iff N h z).2 hne, ?_⟩
  rw [green_entry N h z hne]
  congr 1
  refine Finset.sum_congr rfl fun j _ => ?_
  have hm : modes N ⟨0, hN⟩ j = ((Real.sin (waveNumber N j) : ℝ) : ℂ) := by
    simp [modes]
  rw [hm, sq, level]

/-- For `N ≥ 1` and `Im z > 0`, minus the imaginary part of the surface Green's function is a sum of
Lorentzians of half-width `Im z` centred at `2h cos q`, with weights `(2/(N+1)) sin² q`. -/
theorem surface_lorentzians (N : ℕ) (hN : 0 < N) (h : ℝ) (z : ℂ) (hz : 0 < z.im) :
    -((z • 1 - chain N h)⁻¹ ⟨0, hN⟩ ⟨0, hN⟩).im
      = 2 / ((N : ℝ) + 1) * ∑ j : Fin N, Real.sin (waveNumber N j) ^ 2 *
          (z.im / ((z.re - 2 * h * Real.cos (waveNumber N j)) ^ 2 + z.im ^ 2)) := by
  have hpre : 2 / ((N : ℂ) + 1) = ((2 / ((N : ℝ) + 1) : ℝ) : ℂ) := by
    push_cast
    rfl
  rw [(surface_green N hN h z hz).2, hpre, Complex.im_ofReal_mul, Complex.im_sum,
    ← mul_neg, ← Finset.sum_neg_distrib]
  congr 1
  refine Finset.sum_congr rfl fun j _ => ?_
  rw [div_eq_mul_inv, ← Complex.ofReal_pow, Complex.im_ofReal_mul, Complex.inv_im,
    Complex.normSq_apply, Complex.sub_re, Complex.sub_im, Complex.ofReal_re,
    Complex.ofReal_im, sub_zero, ← sq, ← sq]
  ring

end

end FiniteLeadStandingWaves
```

```lean
#print axioms FiniteLeadStandingWaves.surface_green
#print axioms FiniteLeadStandingWaves.surface_lorentzians
```

```
'FiniteLeadStandingWaves.surface_green' depends on axioms: [propext, Classical.choice, Quot.sound]
'FiniteLeadStandingWaves.surface_lorentzians' depends on axioms: [propext, Classical.choice, Quot.sound]
```

`surface_green` says that \(z-H\), written `z • 1 - chain N h`, is invertible (`IsUnit`) and that its end-site entry is the sum above. Lean counts from zero: its site `a` is \(n=a+1\), and its label `j` gives \(q=(j+1)\pi/(N+1)\). The columns of `modes` are unnormalised; the normalised amplitudes are \(\sqrt{2/(N+1)}\,\sin(nq)\). The hopping `h` is any real number, of either sign. The hypothesis `hN` provides an end site, and `hz` is the positive broadening of a retarded response.

`green_entry` gives every entry whenever \(z\) avoids the levels, and `isUnit_shifted_iff` shows that this is exactly when \(z-H\) is invertible. `surface_lorentzians` takes minus the imaginary part; the local density of states has a further factor \(1/\pi\).

In the proof, `chain_sum` picks out the two neighbours, using the zero amplitudes one site beyond each end. `chain_mul_modes` applies the addition theorem, and `shifted_mul_modes` subtracts the result from \(zS\). `sum_cos` proves the telescoping by induction. `shifted_mul_expansion` derives completeness (`hc`), splitting on `a = b`, and assembles the right inverse. For the converse in `isUnit_shifted_iff`, an inverse at a level would force the end amplitude \(\sin q_j>0\) to vanish. `green_entry` reads off the entries, and the last two theorems specialise them.

In transport calculations with orthogonal orbitals, this entry times \(|t|^2\) is the self-energy that such a finite, non-interacting, single-orbital lead gives to the one device orbital coupled to its end site by a hopping \(t\). A semi-infinite lead of the same kind is the limit \(N\to\infty\) at fixed \(\operatorname{Im}z>0\), which the theorems leave open. At finite \(N\ge2\) with \(h\ne0\), a broadening well below the level spacing shows separate peaks instead of a continuous band.
